# For spin-½ fermions with definite up and down occupations on every site, ⟨S²⟩ is ⟨S_z⟩² plus half the number of singly occupied sites

## How far is a determinant from a pure spin state?

Put a spin-up electron on site 1 and a spin-down electron on site 2. Then $S_z$ gives $0$. The raising operator $S_+$ can flip only the second electron and $S_-$ only the first, and each flip yields a unit vector. With $\hbar=1$ this gives $\langle S^2\rangle = 0^2+\tfrac12(1+1)=1$, halfway between the singlet value $0$ and the triplet value $2$.

I believe that whenever every site has a definite number of up electrons and a definite number of down electrons, the rule is $\langle S^2\rangle=m^2+u/2$, where $m$ is the eigenvalue of $S_z$ and $u$ the number of singly occupied sites. Can this be derived from the anticommutation relations alone, rigorously and with a machine-checked proof?

## Counting the possible spin flips

Yes. Let $c_a$ and $c_a^\dagger$ be the annihilator and creator of the mode $a=(i,s)$, with site $i$ and spin $s$, and let $n_a=c_a^\dagger c_a$. The anticommutation relations are $c_ac_b+c_bc_a=0$ and $c_ac_b^\dagger+c_b^\dagger c_a=\delta_{ab}$. The unit vector $v$ satisfies $n_a v=\nu_a v$ for every mode.

**Occupations are 0 or 1.** Taking adjoints of $c_ac_b+c_bc_a=0$ shows that creators anticommute, so $(c_a^\dagger)^2=0$. Hence
$$n_a^2=c_a^\dagger(1-c_a^\dagger c_a)c_a=n_a,$$
and $\nu_a^2=\nu_a$.

**Ladder form.** Let $S_+=\sum_i c_{i\uparrow}^\dagger c_{i\downarrow}$ and $S_-=S_+^\dagger$, with $S_x=\tfrac12(S_++S_-)$ and $S_y=-\tfrac i2(S_+-S_-)$. Let $S_z=\tfrac12\sum_i(n_{i\uparrow}-n_{i\downarrow})$; since $v$ has definite occupations, $S_zv=mv$ for a real number $m$. In $S_x^2+S_y^2$ the terms $S_\pm^2$ cancel, which leaves
$$S^2=S_z^2+\tfrac12(S_+S_-+S_-S_+).$$
Therefore $\langle v,S^2v\rangle=m^2+\tfrac12\left(\|S_-v\|^2+\|S_+v\|^2\right)$.

**Different sites do not interfere.** Fix the new spin $s$, write $\bar s$ for the opposite spin, and set $w_i=c_{is}^\dagger c_{i\bar s}v$. Since $n_ac_a^\dagger=c_a^\dagger$ and $c_a^\dagger n_a=0$, creating in mode $a$ raises $n_a$ by one. Operators of other modes commute with $n_a$, because they change sign twice in passing it. For $j\ne i$ this gives
$$n_{is}w_i=(\nu_{is}+1)w_i,\qquad n_{is}w_j=\nu_{is}w_j.$$
As $n_{is}$ is self-adjoint and $\nu_{is}$ is real, $(\nu_{is}+1)\langle w_i,w_j\rangle=\nu_{is}\langle w_i,w_j\rangle$, so $\langle w_i,w_j\rangle=0$.

**One site.** With $a=(i,s)$ and $b=(i,\bar s)$,
$$\|w_i\|^2=\langle v,c_b^\dagger c_ac_a^\dagger c_bv\rangle=\langle v,(n_b-n_bn_a)v\rangle=\nu_b(1-\nu_a).$$

**The sum.** Adding both flip directions, site $i$ contributes $\nu_{i\downarrow}(1-\nu_{i\uparrow})+\nu_{i\uparrow}(1-\nu_{i\downarrow})$. This is $1$ if the site is singly occupied and $0$ otherwise. The total is $u$, so
$$\langle v,S^2v\rangle=m^2+\frac u2.$$

**The contamination.** Let $u_\uparrow$ and $u_\downarrow$ count the sites holding only an up or only a down electron. Doubly occupied sites cancel in $S_z$, so $m=(u_\uparrow-u_\downarrow)/2$, while $u=u_\uparrow+u_\downarrow$. Hence $u/2=m+u_\downarrow$ and
$$\langle v,S^2v\rangle=m(m+1)+u_\downarrow.$$
For $m\ge0$, $m(m+1)$ is the value in a pure state of total spin $m$, and the excess $u_\downarrow$ is the spin contamination.

Here is the complete Lean file.

```lean
import Mathlib

open Finset

namespace SpinContamination

noncomputable section

variable {V : Type*} [NormedAddCommGroup V] [InnerProductSpace ℂ V]
variable {κ ι : Type*}

/-- Fermionic modes: annihilators `c` and creators `cd` are mutually adjoint and obey the
canonical anticommutation relations. -/
structure IsFermionic [DecidableEq κ] (c cd : κ → Module.End ℂ V) : Prop where
  adj : ∀ a x y, inner ℂ (cd a x) y = inner ℂ x (c a y)
  anti : ∀ a b, c a * c b + c b * c a = 0
  car : ∀ a b, c a * cd b + cd b * c a = if a = b then 1 else 0

/-- The occupation operator of a mode. -/
def number (c cd : κ → Module.End ℂ V) (a : κ) : Module.End ℂ V := cd a * c a

/-- The total spin-flip operator towards spin `s`: `S₊` for `true` (up), `S₋` for `false` (down). -/
def spinFlip [Fintype ι] (c cd : ι × Bool → Module.End ℂ V) (s : Bool) : Module.End ℂ V :=
  ∑ i, cd (i, s) * c (i, !s)

/-- The x component of the total spin. -/
def spinX [Fintype ι] (c cd : ι × Bool → Module.End ℂ V) : Module.End ℂ V :=
  (1 / 2 : ℂ) • (spinFlip c cd true + spinFlip c cd false)

/-- The y component of the total spin. -/
def spinY [Fintype ι] (c cd : ι × Bool → Module.End ℂ V) : Module.End ℂ V :=
  (-(Complex.I / 2)) • (spinFlip c cd true - spinFlip c cd false)

/-- The z component of the total spin: half the difference of up and down occupations. -/
def spinZ [Fintype ι] (c cd : ι × Bool → Module.End ℂ V) : Module.End ℂ V :=
  (1 / 2 : ℂ) • ∑ i, (number c cd (i, true) - number c cd (i, false))

/-- The square of the total spin. -/
def spinSq [Fintype ι] (c cd : ι × Bool → Module.End ℂ V) : Module.End ℂ V :=
  spinX c cd * spinX c cd + spinY c cd * spinY c cd + spinZ c cd * spinZ c cd

/-- The number of sites whose up and down occupations differ. -/
def singlyOccupied [Fintype ι] (ν : ι × Bool → ℂ) : ℕ :=
  (univ.filter fun i => ν (i, true) ≠ ν (i, false)).card

/-- The number of sites that hold a spin-down electron and no spin-up electron. -/
def loneDown [Fintype ι] (ν : ι × Bool → ℂ) : ℕ :=
  (univ.filter fun i => ν (i, true) = 0 ∧ ν (i, false) = 1).card

/-- Creators anticommute. -/
theorem create_anti [DecidableEq κ] {c cd : κ → Module.End ℂ V} (h : IsFermionic c cd)
    (a b : κ) : cd a * cd b + cd b * cd a = 0 := by
  refine LinearMap.ext fun x => ext_inner_right ℂ fun y => ?_
  have := congrArg (fun T : Module.End ℂ V => inner ℂ x (T y)) (h.anti b a)
  simpa [inner_add_left, inner_add_right, h.adj] using this

/-- An eigenvalue of an occupation operator is 0 or 1. -/
theorem occupation_zero_or_one [DecidableEq κ] {c cd : κ → Module.End ℂ V}
    (h : IsFermionic c cd) {v : V} (hv : v ≠ 0) {a : κ} {z : ℂ}
    (hn : number c cd a v = z • v) : z = 0 ∨ z = 1 := by
  have h1 := h.car a a
  rw [if_pos rfl] at h1
  have h2 := create_anti h a a
  have h3 : cd a * cd a = 0 := by linear_combination (norm := module) (1 / 2 : ℂ) • h2
  -- the occupation operator is idempotent
  have h4 : number c cd a * number c cd a = number c cd a := by
    unfold number
    linear_combination (norm := noncomm_ring) cd a * h1 * c a - h3 * (c a * c a)
  have h5 := LinearMap.congr_fun h4 v
  simp only [Module.End.mul_apply, hn, map_smul] at h5
  have h6 : (z * (z - 1)) • v = 0 := by linear_combination (norm := module) h5
  rcases mul_eq_zero.mp ((smul_eq_zero.mp h6).resolve_right hv) with h7 | h7
  · exact Or.inl h7
  · exact Or.inr (sub_eq_zero.mp h7)

/-- Moving an electron from `b` to `a` and moving one from `f` to `e` give orthogonal vectors,
if `a` is none of `b`, `e`, `f` and has a definite occupation. -/
theorem hop_orthogonal [DecidableEq κ] {c cd : κ → Module.End ℂ V} (h : IsFermionic c cd)
    {v : V} (hv : v ≠ 0) {a b e f : κ} (hab : a ≠ b) (hae : a ≠ e) (haf : a ≠ f) {z : ℂ}
    (hn : number c cd a v = z • v) :
    inner ℂ (cd a (c b v)) (cd e (c f v)) = 0 := by
  have k1 := h.car a a
  rw [if_pos rfl] at k1
  have k2 := h.car b a
  rw [if_neg hab.symm] at k2
  have k0 := create_anti h a a
  have k3 : cd a * cd a = 0 := by linear_combination (norm := module) (1 / 2 : ℂ) • k0
  have k4 := h.car a e
  rw [if_neg hae] at k4
  have k5 := h.car f a
  rw [if_neg haf.symm] at k5
  -- the first hop raises the occupation of `a`, the second leaves it alone
  have r1 : number c cd a * (cd a * c b) = (cd a * c b) * number c cd a + cd a * c b := by
    unfold number
    linear_combination (norm := noncomm_ring) cd a * k1 * c b - cd a * k2 * c a
      - k3 * (c a * c b) + k3 * (c b * c a)
  have r2 : number c cd a * (cd e * c f) = (cd e * c f) * number c cd a := by
    unfold number
    linear_combination (norm := noncomm_ring) cd a * k4 * c f
      - create_anti h a e * (c a * c f) + cd e * cd a * h.anti a f - cd e * k5 * c a
  have e1 := LinearMap.congr_fun r1 v
  have e2 := LinearMap.congr_fun r2 v
  simp only [Module.End.mul_apply, LinearMap.add_apply, hn, map_smul] at e1 e2
  have hs : ∀ x y, inner ℂ (number c cd a x) y = inner ℂ x (number c cd a y) := by
    intro x y
    simp only [number, Module.End.mul_apply]
    rw [h.adj, ← inner_conj_symm x, h.adj, inner_conj_symm]
  have hz : (starRingEnd ℂ) z = z := by
    rcases occupation_zero_or_one h hv hn with h0 | h0 <;> simp [h0]
  have key := hs (cd a (c b v)) (cd e (c f v))
  rw [e1, e2, inner_add_left, inner_smul_left, inner_smul_right, hz] at key
  linear_combination key

/-- In a unit vector with definite occupations, the squared norm after a total spin flip is the
sum over sites of (occupation of the old spin) times (vacancy of the new spin). -/
theorem spinFlip_norm [Fintype ι] [DecidableEq ι] {c cd : ι × Bool → Module.End ℂ V}
    (h : IsFermionic c cd) {v : V} (hv : ‖v‖ = 1) {ν : ι × Bool → ℂ}
    (hn : ∀ a, number c cd a v = ν a • v) (s : Bool) :
    inner ℂ (spinFlip c cd s v) (spinFlip c cd s v) = ∑ i, ν (i, !s) * (1 - ν (i, s)) := by
  have hv0 : v ≠ 0 := by
    rintro rfl
    simp at hv
  have hvv : inner ℂ v v = (1 : ℂ) := by simp [inner_self_eq_norm_sq_to_K, hv]
  simp only [spinFlip, LinearMap.sum_apply, Module.End.mul_apply]
  rw [sum_inner]
  refine Finset.sum_congr rfl fun i _ => ?_
  rw [inner_sum, Finset.sum_eq_single i]
  · have hne : ((i, !s) : ι × Bool) ≠ (i, s) := by cases s <;> simp
    generalize ((i, !s) : ι × Bool) = b at *
    generalize ((i, s) : ι × Bool) = a at *
    have k1 := h.car a a
    rw [if_pos rfl] at k1
    have k2 := h.car b a
    rw [if_neg hne] at k2
    have r : cd b * (c a * (cd a * c b)) =
        number c cd b - number c cd b * number c cd a := by
      unfold number
      linear_combination (norm := noncomm_ring) cd b * k1 * c b
        - cd b * cd a * h.anti a b + cd b * k2 * c a
    have e := LinearMap.congr_fun r v
    simp only [Module.End.mul_apply, LinearMap.sub_apply, hn, map_smul] at e
    rw [h.adj, ← inner_conj_symm, ← h.adj, inner_conj_symm, e]
    simp only [inner_sub_right, inner_smul_right, hvv]
    ring
  · intro j _ hj
    exact hop_orthogonal h hv0 (by cases s <;> simp) (by simp [hj.symm]) (by simp [hj.symm])
      (hn (i, s))
  · simp

/-- The squared spin in ladder form: `S² = Sz² + (S₊S₋ + S₋S₊)/2`. -/
theorem spinSq_eq [Fintype ι] (c cd : ι × Bool → Module.End ℂ V) :
    spinSq c cd = spinZ c cd * spinZ c cd + (1 / 2 : ℂ) •
      (spinFlip c cd true * spinFlip c cd false + spinFlip c cd false * spinFlip c cd true) := by
  have hI : (-(Complex.I / 2)) * (-(Complex.I / 2)) = -(1 / 4 : ℂ) := by
    linear_combination (1 / 4 : ℂ) * Complex.I_sq
  unfold spinSq spinX spinY
  rw [smul_mul_smul_comm, smul_mul_smul_comm, hI]
  simp only [mul_add, add_mul, mul_sub, sub_mul]
  module

/-- A unit vector with definite occupations, `u` singly occupied sites and `Sz v = m v` has
`⟨v, S² v⟩ = m² + u/2`. -/
theorem spinSq_expectation [Fintype ι] [DecidableEq ι] {c cd : ι × Bool → Module.End ℂ V}
    (h : IsFermionic c cd) {v : V} (hv : ‖v‖ = 1) {ν : ι × Bool → ℂ}
    (hn : ∀ a, number c cd a v = ν a • v) {m : ℂ} (hm : spinZ c cd v = m • v) :
    inner ℂ v (spinSq c cd v) = m ^ 2 + (singlyOccupied ν : ℂ) / 2 := by
  have hv0 : v ≠ 0 := by
    rintro rfl
    simp at hv
  have hvv : inner ℂ v v = (1 : ℂ) := by simp [inner_self_eq_norm_sq_to_K, hv]
  -- the two ladder operators are mutually adjoint
  have hadj : ∀ s x y, inner ℂ x (spinFlip c cd s y) = inner ℂ (spinFlip c cd (!s) x) y := by
    intro s x y
    simp only [spinFlip, LinearMap.sum_apply, inner_sum, sum_inner, Module.End.mul_apply,
      Bool.not_not]
    refine Finset.sum_congr rfl fun i _ => ?_
    rw [h.adj, ← inner_conj_symm, h.adj, inner_conj_symm]
  have hpm := (hadj true v (spinFlip c cd false v)).trans (spinFlip_norm h hv hn false)
  have hmp := (hadj false v (spinFlip c cd true v)).trans (spinFlip_norm h hv hn true)
  simp only [Bool.not_true, Bool.not_false] at hpm hmp
  -- together the two flips count the singly occupied sites
  have hu : (singlyOccupied ν : ℂ) = ∑ i, ν (i, true) * (1 - ν (i, false)) +
      ∑ i, ν (i, false) * (1 - ν (i, true)) := by
    rw [singlyOccupied, Finset.card_filter, Nat.cast_sum, ← Finset.sum_add_distrib]
    refine Finset.sum_congr rfl fun i _ => ?_
    rcases occupation_zero_or_one h hv0 (hn (i, true)) with h1 | h1 <;>
      rcases occupation_zero_or_one h hv0 (hn (i, false)) with h2 | h2 <;> simp [h1, h2]
  rw [spinSq_eq]
  simp only [LinearMap.add_apply, LinearMap.smul_apply, Module.End.mul_apply, inner_add_right,
    inner_smul_right, hm, map_smul, hvv, hpm, hmp, hu]
  ring

/-- The expectation of `S²` exceeds `m(m+1)` by the number of sites that hold only a spin-down
electron. -/
theorem spin_contamination [Fintype ι] [DecidableEq ι] {c cd : ι × Bool → Module.End ℂ V}
    (h : IsFermionic c cd) {v : V} (hv : ‖v‖ = 1) {ν : ι × Bool → ℂ}
    (hn : ∀ a, number c cd a v = ν a • v) {m : ℂ} (hm : spinZ c cd v = m • v) :
    inner ℂ v (spinSq c cd v) = m * (m + 1) + (loneDown ν : ℂ) := by
  have hv0 : v ≠ 0 := by
    rintro rfl
    simp at hv
  -- `m` is half the difference of the up and down electron numbers
  have hM : m = (1 / 2 : ℂ) * ∑ i, (ν (i, true) - ν (i, false)) := by
    have h1 : spinZ c cd v = ((1 / 2 : ℂ) * ∑ i, (ν (i, true) - ν (i, false))) • v := by
      simp only [spinZ, LinearMap.smul_apply, LinearMap.sum_apply, LinearMap.sub_apply, hn,
        ← sub_smul, ← Finset.sum_smul, smul_smul]
    exact smul_left_injective ℂ hv0 (hm.symm.trans h1)
  have hd : (singlyOccupied ν : ℂ) =
      ∑ i, (ν (i, true) - ν (i, false)) + 2 * (loneDown ν : ℂ) := by
    rw [singlyOccupied, loneDown, Finset.card_filter, Finset.card_filter, Nat.cast_sum,
      Nat.cast_sum, Finset.mul_sum, ← Finset.sum_add_distrib]
    refine Finset.sum_congr rfl fun i _ => ?_
    rcases occupation_zero_or_one h hv0 (hn (i, true)) with h1 | h1 <;>
      rcases occupation_zero_or_one h hv0 (hn (i, false)) with h2 | h2 <;>
      norm_num [h1, h2]
  rw [spinSq_expectation h hv hn hm]
  linear_combination (1 / 2 : ℂ) * hd - hM

/-- The expectation of `S²` equals `m(m+1)` exactly when no site holds only a spin-down
electron. -/
theorem no_contamination_iff [Fintype ι] [DecidableEq ι] {c cd : ι × Bool → Module.End ℂ V}
    (h : IsFermionic c cd) {v : V} (hv : ‖v‖ = 1) {ν : ι × Bool → ℂ}
    (hn : ∀ a, number c cd a v = ν a • v) {m : ℂ} (hm : spinZ c cd v = m • v) :
    inner ℂ v (spinSq c cd v) = m * (m + 1) ↔
      ∀ i, ¬(ν (i, true) = 0 ∧ ν (i, false) = 1) := by
  rw [spin_contamination h hv hn hm, add_eq_left, Nat.cast_eq_zero, loneDown,
    Finset.card_eq_zero, Finset.filter_eq_empty_iff]
  exact ⟨fun H i => H (Finset.mem_univ i), fun H i _ => H i⟩

/-- Annihilators of one site in the basis: empty, up, down, doubly occupied. -/
def siteC : Unit × Bool → Module.End ℂ (EuclideanSpace ℂ (Fin 4))
  | (_, true) =>
    { toFun := fun x => !₂[x 1, 0, x 3, 0]
      map_add' := by intro x y; ext i; fin_cases i <;> simp
      map_smul' := by intro r x; ext i; fin_cases i <;> simp }
  | (_, false) =>
    { toFun := fun x => !₂[x 2, -x 3, 0, 0]
      map_add' := by intro x y; ext i; fin_cases i <;> simp; ring
      map_smul' := by intro r x; ext i; fin_cases i <;> simp }

/-- Creators of one site in the same basis. -/
def siteCd : Unit × Bool → Module.End ℂ (EuclideanSpace ℂ (Fin 4))
  | (_, true) =>
    { toFun := fun x => !₂[0, x 0, 0, x 2]
      map_add' := by intro x y; ext i; fin_cases i <;> simp
      map_smul' := by intro r x; ext i; fin_cases i <;> simp }
  | (_, false) =>
    { toFun := fun x => !₂[0, 0, x 0, -x 1]
      map_add' := by intro x y; ext i; fin_cases i <;> simp; ring
      map_smul' := by intro r x; ext i; fin_cases i <;> simp }

/-- The one-site operators are fermionic, and the state with one spin-up electron is a unit
vector with definite occupations and `m = 1/2`. -/
theorem isFermionic_witness :
    IsFermionic siteC siteCd ∧ ‖(!₂[0, 1, 0, 0] : EuclideanSpace ℂ (Fin 4))‖ = 1 ∧
    (∀ a, number siteC siteCd a !₂[0, 1, 0, 0] =
      (if a.2 = true then (1 : ℂ) else 0) • !₂[0, 1, 0, 0]) ∧
    spinZ siteC siteCd !₂[0, 1, 0, 0] = (1 / 2 : ℂ) • !₂[0, 1, 0, 0] := by
  refine ⟨⟨?_, ?_, ?_⟩, ?_, ?_, ?_⟩
  · rintro ⟨⟨⟩, _ | _⟩ x y <;>
      simp [siteC, siteCd, PiLp.inner_apply, Fin.sum_univ_four]
  · rintro ⟨⟨⟩, _ | _⟩ ⟨⟨⟩, _ | _⟩ <;> refine LinearMap.ext fun x => ?_ <;> ext i <;>
      fin_cases i <;> simp [siteC]
  · rintro ⟨⟨⟩, _ | _⟩ ⟨⟨⟩, _ | _⟩ <;> refine LinearMap.ext fun x => ?_ <;> ext i <;>
      fin_cases i <;> simp [siteC, siteCd]
  · simp [EuclideanSpace.norm_eq, Fin.sum_univ_four]
  · rintro ⟨⟨⟩, _ | _⟩ <;> ext i <;> fin_cases i <;> simp [number, siteC, siteCd]
  · ext i
    fin_cases i <;> simp [spinZ, number, siteC, siteCd]

end

end SpinContamination
```

```lean
#print axioms SpinContamination.spin_contamination
#print axioms SpinContamination.no_contamination_iff
```

```
'SpinContamination.spin_contamination' depends on axioms: [propext, Classical.choice, Quot.sound]
'SpinContamination.no_contamination_iff' depends on axioms: [propext, Classical.choice, Quot.sound]
```

### Modes, spins and occupations in Lean

`V` is any complex inner-product space, and `ι` is the finite type of sites. A mode is a pair in `ι × Bool`, with `true` for up and `false` for down. `IsFermionic c cd` postulates that `cd a` is the adjoint of `c a` and that the canonical anticommutation relations hold. These contain the Pauli principle and require orthonormal modes, so overlapping atomic orbitals must be orthogonalised first.

The hypothesis `hn` says that `v` has definite occupations `ν a`. These are arbitrary complex numbers at first, and their restriction to 0 and 1 is proved. The hypothesis `hm` names the eigenvalue `m`, whose value already follows from the occupations. `singlyOccupied ν` is $u$ and `loneDown ν` is $u_\downarrow$.

`spinSq_expectation` is the rule you asked about, `spin_contamination` is the form with $m(m+1)$, and `no_contamination_iff` says that the excess over $m(m+1)$ vanishes exactly when no site holds only a down electron. Both formulas hold for every $m$, but the names fit the case $m\ge0$: a single down electron has $m=-\tfrac12$ and excess $1$, yet it is a pure doublet. `isFermionic_witness` supplies a concrete instance of all the hypotheses: one site with one up electron, where the rule gives $\tfrac14+\tfrac12=\tfrac34$.

In the Fock space of these modes, such a $v$ is a single determinant, and the sites may equally be orthonormal spatial orbitals. In electronic structure, the result thus gives the spin contamination of a determinant whose up and down electrons share one set of orbitals. An unrestricted Hartree–Fock determinant with different orbitals for the two spins generally lacks definite occupations in a common set, and is not covered.

### From anticommutators to the count

`create_anti` transfers the anticommutation of annihilators to creators by testing against arbitrary vectors. `occupation_zero_or_one` proves $n_a^2=n_a$ and applies it to `v`. The operator identities `h4`, `r1`, `r2` and `r` are closed by `linear_combination (norm := noncomm_ring)`, which adds multiples of the anticommutators, as one does by hand, without letting operators commute.

`hop_orthogonal` is the interference argument. Its identities `r1` and `r2` say that the first hop raises the occupation of `a` and the second leaves it alone; `hs` is self-adjointness and `hz` the reality of the eigenvalue. In `spinFlip_norm`, `Finset.sum_eq_single` reduces the double sum to its diagonal by this lemma, and the identity `r` evaluates each remaining term.

`spinSq_eq` is the ladder form. In `spinSq_expectation`, `hadj` turns $\langle v,S_\pm S_\mp v\rangle$ into squared norms, and `hu` checks the four occupations of a site. `spin_contamination` computes $m$ in `hM`, relates $u$ to $u_\downarrow$ in `hd`, and combines the two.

### The mirror image for negative m

When $m<0$, the natural reference is $|m|(|m|+1)=m(m-1)$. Writing $u/2=u_\uparrow-m$ instead gives
$$\langle v,S^2v\rangle=m(m-1)+u_\uparrow,$$
so the excess is then the number of sites holding only an up electron. This variant is a by-hand corollary and is not stated in the file.
